# Squared norms along the ladder of a lowest-weight state in a unitary su(1,1) representation

The operators `K0`, `Kp` and `Km` are linear maps defined on all of a complex inner-product space, with [K0, Kp] = Kp, [Km, Kp] = 2 K0 and `Km` adjoint to `Kp`. The theorem `IsUnitarySU11.norm_sq_succ` takes a vector v with Km v = 0 and K0 v = k v, k real, and states that ‖Kpⁿ⁺¹ v‖² = (n + 1)(2k + n) ‖Kpⁿ v‖² for every natural number n. The vectors are not normalised; where Kpⁿ v is nonzero, the factor (n + 1)(2k + n) is the squared norm of `Kp` applied to the normalised n-th state. The attempt first proves by induction that raising Kpⁿ v and then lowering it gives back Kpⁿ v times this factor, then writes the squared norms as inner products and moves one `Kp` across as `Km`.

Lean 4 with Mathlib refuses this proof:

```lean
import Mathlib

open scoped InnerProductSpace

namespace NormSqSucc

noncomputable section

variable {E : Type*} [NormedAddCommGroup E] [InnerProductSpace ℂ E]

/-- Operators `K0`, `Kp`, `Km` on a complex inner-product space with `[K0, Kp] = Kp`,
`[Km, Kp] = 2 K0` and `Km` adjoint to `Kp`. -/
structure IsUnitarySU11 (K0 Kp Km : Module.End ℂ E) : Prop where
  weight_raise : K0 * Kp - Kp * K0 = Kp
  lower_raise : Km * Kp - Kp * Km = (2 : ℂ) • K0
  adjoint : ∀ x y, ⟪Km x, y⟫_ℂ = ⟪x, Kp y⟫_ℂ

variable {K0 Kp Km : Module.End ℂ E} {v : E} {k : ℝ}

/-- For a unitary su(1,1) triple, if `K0 v = k v`, then `Kp^n v` satisfies the same equation with
`k + n` in place of `k`. -/
theorem IsUnitarySU11.weight_ladder (h : IsUnitarySU11 K0 Kp Km)
    (hk : K0 v = (k : ℂ) • v) (n : ℕ) :
    K0 ((Kp ^ n) v) = ((k + n : ℝ) : ℂ) • (Kp ^ n) v := by
  induction n with
  | zero => simpa using hk
  | succ n ih =>
    have e : K0 (Kp ((Kp ^ n) v)) = Kp (K0 ((Kp ^ n) v)) + Kp ((Kp ^ n) v) :=
      sub_eq_iff_eq_add'.mp (LinearMap.congr_fun h.weight_raise ((Kp ^ n) v))
    rw [pow_succ', Module.End.mul_apply, e, ih, map_smul]
    push_cast
    module

/-- For a unitary su(1,1) triple, if `Km v = 0` and `K0 v = k v`, one step up the ladder from
`Kp^n v` multiplies the squared norm by `(n + 1)(2k + n)`. -/
theorem IsUnitarySU11.norm_sq_succ (h : IsUnitarySU11 K0 Kp Km)
    (h0 : Km v = 0) (hk : K0 v = (k : ℂ) • v) (n : ℕ) :
    ‖(Kp ^ (n + 1)) v‖ ^ 2 = (n + 1) * (2 * k + n) * ‖(Kp ^ n) v‖ ^ 2 := by
  have hl : ∀ x, Km (Kp x) = Kp (Km x) + (2 : ℂ) • K0 x := fun x =>
    sub_eq_iff_eq_add'.mp (LinearMap.congr_fun h.lower_raise x)
  -- going up and down again returns the same state times a real number
  have hlad : ∀ m : ℕ, Km (Kp ((Kp ^ m) v)) =
      (((m + 1) * (2 * k + m) : ℝ) : ℂ) • (Kp ^ m) v := by
    intro m
    induction m with
    | zero =>
      rw [hl, h.weight_ladder hk]
      simp only [pow_zero, Module.End.one_apply, h0, map_zero]
      push_cast
      module
    | succ m ih =>
      rw [hl, h.weight_ladder hk, pow_succ', Module.End.mul_apply, ih, map_smul]
      push_cast
      module
  rw [pow_succ', Module.End.mul_apply, ← inner_self_eq_norm_sq (𝕜 := ℂ),
    ← inner_self_eq_norm_sq (𝕜 := ℂ), ← h.adjoint, hlad, inner_smul_left,
    Complex.conj_ofReal]
  exact Complex.re_ofReal_mul _ _

end

end NormSqSucc
```

Compiling this gives:

```
Main.lean:55:17: error: Tactic `rewrite` failed: Did not find an occurrence of the pattern
  (?f * ?g) ?x
in the target expression
  ‖(Kp ^ (n + 1)) v‖ * ‖(Kp ^ (n + 1)) v‖ ^ 1 = (↑n + 1) * (2 * k + ↑n) * ‖(Kp ^ n) v‖ ^ 2

E : Type u_1
inst✝¹ : NormedAddCommGroup E
inst✝ : InnerProductSpace ℂ E
K0 Kp Km : Module.End ℂ E
v : E
k : ℝ
h : IsUnitarySU11 K0 Kp Km
h0 : Km v = 0
hk : K0 v = ↑k • v
n : ℕ
hl : ∀ (x : E), Km (Kp x) = Kp (Km x) + 2 • K0 x
hlad : ∀ (m : ℕ), Km (Kp ((Kp ^ m) v)) = ↑((↑m + 1) * (2 * k + ↑m)) • (Kp ^ m) v
⊢ ‖(Kp ^ (n + 1)) v‖ * ‖(Kp ^ (n + 1)) v‖ ^ 1 = (↑n + 1) * (2 * k + ↑n) * ‖(Kp ^ n) v‖ ^ 2
```

The repair, with which the file compiles:

```diff
@@ -53,5 +53,6 @@
       push_cast
       module
-  rw [pow_succ', Module.End.mul_apply, ← inner_self_eq_norm_sq (𝕜 := ℂ),
+  -- move one raising operator across the inner product
+  rw [pow_succ' Kp n, Module.End.mul_apply, ← inner_self_eq_norm_sq (𝕜 := ℂ),
     ← inner_self_eq_norm_sq (𝕜 := ℂ), ← h.adjoint, hlad, inner_smul_left,
     Complex.conj_ofReal]
```

Cause. The error is reported at `Module.End.mul_apply`, which needs a product of operators applied to a vector and finds none. The step before it, `pow_succ'`, had rewritten the wrong power. With no arguments given, that lemma fits any power whose exponent can be read as a successor, and the outer square fits, since 2 is 1 + 1. The goal in the message shows the result: the left side has become `‖(Kp ^ (n + 1)) v‖ * ‖(Kp ^ (n + 1)) v‖ ^ 1`, a product of real numbers, with the operator power `Kp ^ (n + 1)` still whole inside each norm.

The repair writes `pow_succ' Kp n`, which can only rewrite `Kp ^ (n + 1)`, into `Kp * Kp ^ n`. `Module.End.mul_apply` then has its product of operators, and the outer square stays in place for `inner_self_eq_norm_sq` to turn into an inner product. The added comment is mere tidying.
